# A unique frozen-core radius for nuclear pairs on one ray from a point-dipole spin

Place three identical spin-1/2 nuclei on one ray from a central electron spin, at distances 1, 2 and 3, and let the hyperfine shift at distance $r$ be $1/r^3$. The shifts are $1$, $1/8$ and $1/27$. The inner two nuclei differ by $7/8$, the outer two by $19/216\approx 0.09$. Suppose now that neighbours with opposite spins can exchange them through a flip-flop coupling of strength $1/2$. An exchange costs the difference of the two shifts. For the inner pair this cost exceeds the coupling and hinders the exchange; for the outer pair the coupling dominates. If the edge of the frozen core is set where cost and coupling are equal, the inner pair belongs to the core.

In general, let $C>0$ be the strength of the hyperfine shift $C/r^3$, $a>0$ the spacing of the pair, $b>0$ the flip-flop coupling, and $r>0$ the distance of the inner nucleus. The detuning is
$$D(r)=\frac{C}{r^3}-\frac{C}{(r+a)^3}.$$
It decreases strictly with $r$ and equals $b$ at exactly one radius $R>0$, and $D(r)>b$ holds exactly when $r<R$. With the gradient radius $\rho=(3Ca/b)^{1/4}$,
$$R<\rho<R+\frac a2,\qquad \left|R-\left(\rho-\frac a2\right)\right|<\frac{5a^2}{24\rho}.$$

For a central spin dephased by nuclear flip-flops, $R$ estimates how far out the hyperfine gradient still hinders them, in a model of isolated pairs that lie along a ray and share one spacing and one coupling.

## Why the detuning decreases

Write $p=r(r+a)$. Since $(r+a)^3-r^3=a(3r^2+3ra+a^2)=a(3p+a^2)$,
$$D(r)=\frac{Ca\,(3p+a^2)}{p^3}.$$
The bracket also equals $(r+a)^2+r(r+a)+r^2$, so
$$D(r)=Ca\left[\frac1{r^3(r+a)}+\frac1{r^2(r+a)^2}+\frac1{r(r+a)^3}\right].$$
Every term decreases strictly for $r>0$, and so does $D$.

## The detuning between two gradients

The shift falls off with slope $3C/x^4$ in magnitude at distance $x$. Multiplied by $a$, this slope bounds the detuning from both sides:
$$\frac{3Ca}{(r+a/2)^4}<D(r)<\frac{3Ca}{r^4}.$$

For the lower bound put $q=a^2/4$, so that $(r+a/2)^2=p+q$. After clearing denominators the claim is $3p^3<(3p+a^2)(p+q)^2$, and the right side exceeds the left by
$$6p^2q+3pq^2+a^2(p+q)^2>0.$$

For the upper bound the claim is $(3p+a^2)\,r^4<3p^3$. Dividing by $r^3$ turns it into $r(3r^2+3ra+a^2)<3(r+a)^3$, where the difference is $6r^2a+8ra^2+3a^3>0$.

## One crossing, just inside the gradient radius

By definition $b\rho^4=3Ca$, so the upper bound gives $D(\rho)<3Ca/\rho^4=b$. Near the central spin the detuning is large. With lengths and energies as plain numbers, take $t=1+(b+C/a^3)/C$ and $x=1/t$. As $t\ge1$,
$$D(x)\ge Ct^3-\frac{C}{a^3}\ge Ct-\frac{C}{a^3}=C+b>b.$$
Since $D$ is continuous for $r>0$, the intermediate value theorem gives an $R$ with $D(R)=b$. Strict monotonicity makes it unique and puts $D>b$ exactly inside it. Setting $r=R$ in the gradient bounds gives
$$\frac{3Ca}{(R+a/2)^4}<b=\frac{3Ca}{\rho^4}<\frac{3Ca}{R^4},$$
hence $R<\rho<R+a/2$.

The spacing must be positive. For $C=b=1$ and $a=0$ the two shifts coincide, $D(r)=0$ for every $r>0$, and no radius reaches the coupling.

## The half-spacing correction

The lower gradient bound suggests that $\rho$ approximates the distance of the pair's midpoint, $R+a/2$. To bound the error, let $p=R(R+a)$ and suppose that
$$\left(R+\frac a2\right)^2\ge\rho^2+\frac{5a^2}{12}.$$
The left side is $p+a^2/4$, so $\rho^2\le p-a^2/6$ and therefore $\rho^4\le(p-a^2/6)^2$. On the other hand, $D(R)=b$ and $b\rho^4=3Ca$ give $\rho^4(3p+a^2)=3p^3$, while
$$\left(p-\frac{a^2}6\right)^2(3p+a^2)=3p^3-\frac{a^4}4\left(p-\frac{a^2}9\right).$$
The supposition implies $p>a^2/6>a^2/9$, so the right side is less than $3p^3$. This yields $(p-a^2/6)^2<\rho^4$, a contradiction.

Hence $(R+a/2)^2<\rho^2+5a^2/12$. With $e=5a^2/(24\rho)$ we have $(\rho+e)^2=\rho^2+5a^2/12+e^2$, so $R+a/2<\rho+e$. Together with $\rho<R+a/2$ this is the stated error bound.

For $C=a=1$ and $b=7/8$ the radius is exactly $R=1$. Here $\rho\approx1.361$, the estimate $\rho-a/2$ is about $0.861$, and its error of $0.139$ lies below the bound of $0.153$. The estimate is useful when $a$ is small compared with $\rho$; for $a\ge2\rho$ it is not even positive, although the bound still holds.

## Shifts and radii as real functions

The development works with real numbers throughout.

```lean
import Mathlib

open Set

namespace FrozenCore

noncomputable section
```

The first definition is the point-dipole shift. The constant `C` collects the magnetic moments, the state of the electron spin and the angular factor, which is the same for both nuclei because they lie on one ray. If their product is negative, its magnitude serves as `C`, since only the size of the detuning matters; if it is zero, both shifts vanish and the detuning never reaches a positive coupling, so this case is excluded. Contact hyperfine coupling from an extended electron density is left out.

```lean
/-- Point-dipole hyperfine shift `C / r³` of a nucleus at distance `r > 0` from the central
spin. -/
def hyperfineShift (C r : ℝ) : ℝ := C / r ^ 3
```

In `detuning C a r`, the argument `r` is the distance of the inner nucleus, not of the midpoint.

```lean
/-- Detuning of two nuclei on one ray from the central spin, at distances `r > 0` and `r + a > 0`:
the difference of their hyperfine shifts. -/
def detuning (C a r : ℝ) : ℝ := hyperfineShift C r - hyperfineShift C (r + a)
```

The geometry matters here. Two nuclei at equal distance and equal angle to the dipole axis have equal shifts however close they are to the central spin, so a real crystal has no sharp frozen sphere of radius $R$.

```lean
/-- The gradient estimate `(3Ca/b)^(1/4)` of the frozen-core radius, for flip-flop coupling
`b > 0` and `C, a > 0`. -/
def gradientRadius (C a b : ℝ) : ℝ := (3 * C * a / b) ^ (1 / 4 : ℝ)
```

The exponent `(1 / 4 : ℝ)` makes this a real fourth root. The coupling `b` is a given positive number that stands for the dipolar flip-flop strength of the pair. Its dependence on spacing and orientation is not modelled, and taking $D=b$ as the edge of the core is a convention, since the suppression grows gradually with $D/b$.

## Monotonicity and gradient bounds in Lean

The common denominator comes first. `field_simp` clears the fractions and `ring` checks the polynomial identity.

```lean
/-- For `r, a > 0` the detuning is a single fraction in the product `r (r + a)` of the two
distances. -/
theorem detuning_eq {C a r : ℝ} (ha : 0 < a) (hr : 0 < r) :
    detuning C a r = C * a * (3 * (r * (r + a)) + a ^ 2) / (r * (r + a)) ^ 3 := by
  have h : r + a ≠ 0 := by positivity
  unfold detuning hyperfineShift
  field_simp
  ring
```

`StrictAntiOn (detuning C a) (Ioi 0)` says that the detuning decreases strictly on the open half-line $r>0$. In the proof, `key` is the three-term sum, and `h1`, `h2` and `h3` compare its terms at two distances `r < s`.

```lean
/-- For `C, a > 0` the detuning decreases strictly with the distance `r > 0` from the central
spin. -/
theorem detuning_strictAntiOn {C a : ℝ} (hC : 0 < C) (ha : 0 < a) :
    StrictAntiOn (detuning C a) (Ioi 0) := by
  -- the detuning is `C * a` times a sum of three inverse products of the distances
  have key : ∀ x : ℝ, 0 < x → detuning C a x = C * a *
      (1 / (x ^ 3 * (x + a)) + 1 / (x ^ 2 * (x + a) ^ 2) + 1 / (x * (x + a) ^ 3)) := by
    intro x hx
    have h : x + a ≠ 0 := by positivity
    rw [detuning_eq ha hx]
    field_simp
    ring
  intro r hr s hs hrs
  have hr : 0 < r := hr
  have hs : 0 < s := hs
  have hra : 0 < r + a := by positivity
  have hrs' : r + a < s + a := by linarith
  have pw : ∀ n : ℕ, n ≠ 0 → r ^ n < s ^ n := fun n hn => pow_lt_pow_left₀ hrs hr.le hn
  have pw' : ∀ n : ℕ, n ≠ 0 → (r + a) ^ n < (s + a) ^ n :=
    fun n hn => pow_lt_pow_left₀ hrs' hra.le hn
  have h1 : 1 / (s ^ 3 * (s + a)) < 1 / (r ^ 3 * (r + a)) :=
    one_div_lt_one_div_of_lt (by positivity)
      (mul_lt_mul'' (pw 3 (by norm_num)) hrs' (by positivity) hra.le)
  have h2 : 1 / (s ^ 2 * (s + a) ^ 2) < 1 / (r ^ 2 * (r + a) ^ 2) :=
    one_div_lt_one_div_of_lt (by positivity)
      (mul_lt_mul'' (pw 2 (by norm_num)) (pw' 2 (by norm_num)) (by positivity) (by positivity))
  have h3 : 1 / (s * (s + a) ^ 3) < 1 / (r * (r + a) ^ 3) :=
    one_div_lt_one_div_of_lt (by positivity)
      (mul_lt_mul'' hrs (pw' 3 (by norm_num)) hr.le (by positivity))
  rw [key r hr, key s hs]
  exact mul_lt_mul_of_pos_left (by linarith) (by positivity)
```

The next theorem states both gradient bounds as a conjunction. In each half, `div_lt_div_iff₀` clears the denominators, and `nlinarith` finishes from a positive polynomial, the same difference as by hand up to a positive factor. In the second half only `h'` does the work.

```lean
/-- For `C, a, r > 0` the detuning lies between `a` times the field gradient `3C/x⁴` taken at the
midpoint of the pair and `a` times the gradient taken at the inner nucleus. -/
theorem detuning_gradient_bounds {C a r : ℝ} (hC : 0 < C) (ha : 0 < a) (hr : 0 < r) :
    3 * C * a / (r + a / 2) ^ 4 < detuning C a r ∧ detuning C a r < 3 * C * a / r ^ 4 := by
  rw [detuning_eq ha hr]
  constructor
  · rw [div_lt_div_iff₀ (by positivity) (by positivity)]
    have h : 0 < C * a * (6 * (r * (r + a)) ^ 2 * (a ^ 2 / 4)
        + 3 * (r * (r + a)) * (a ^ 2 / 4) ^ 2
        + a ^ 2 * (r * (r + a) + a ^ 2 / 4) ^ 2) := by positivity
    nlinarith [h]
  · rw [div_lt_div_iff₀ (by positivity) (by positivity)]
    have h : 0 < C * a * r ^ 4 * (r * (r + a)) ^ 0 *
        (6 * r ^ 2 * a + 8 * r * a ^ 2 + 3 * a ^ 3) := by positivity
    have h' : 0 < C * a * r ^ 3 * (6 * r ^ 2 * a + 8 * r * a ^ 2 + 3 * a ^ 3) := by positivity
    nlinarith [h']
```

All that the later proofs need to know about the fourth root is that $\rho>0$ and $b\rho^4=3Ca$.

```lean
/-- For `C, a, b > 0` the gradient radius is positive, and there `a` times the field gradient
equals the coupling `b`. -/
theorem gradientRadius_spec {C a b : ℝ} (hC : 0 < C) (ha : 0 < a) (hb : 0 < b) :
    0 < gradientRadius C a b ∧ b * gradientRadius C a b ^ 4 = 3 * C * a := by
  have h0 : 0 < 3 * C * a / b := by positivity
  refine ⟨Real.rpow_pos_of_pos h0 _, ?_⟩
  have h : gradientRadius C a b ^ 4 = 3 * C * a / b := by
    unfold gradientRadius
    rw [← Real.rpow_natCast, ← Real.rpow_mul h0.le]
    norm_num
  rw [h]
  field_simp
```

## The frozen core and its estimate in Lean

The main theorem asserts that a positive `R` exists with four properties. For every `r > 0`, `detuning C a r = b ↔ r = R` gives both the crossing and its uniqueness, and `b < detuning C a r ↔ r < R` describes the frozen region. The last two inequalities place the gradient radius between $R$ and $R+a/2$.

The steps `hfar` and `hnear` are the values on either side of `b`, at $\rho$ and at $x=1/t$. Monotonicity supplies `hxρ`, the order of these two points, and `intermediate_value_Icc'`, the version for a function that starts high and ends low, produces `R`. The final two bullets compare fourth powers and take the root with `lt_of_pow_lt_pow_left₀`.

```lean
/-- For `C, a, b > 0` the detuning equals the flip-flop coupling `b` at exactly one radius `R > 0`
and exceeds it exactly inside `R`; the gradient radius lies between `R` and `R + a/2`. -/
theorem frozen_core {C a b : ℝ} (hC : 0 < C) (ha : 0 < a) (hb : 0 < b) :
    ∃ R : ℝ, 0 < R ∧ (∀ r, 0 < r → (detuning C a r = b ↔ r = R)) ∧
      (∀ r, 0 < r → (b < detuning C a r ↔ r < R)) ∧
      R < gradientRadius C a b ∧ gradientRadius C a b < R + a / 2 := by
  obtain ⟨hρ, hρ4⟩ := gradientRadius_spec hC ha hb
  have hs := detuning_strictAntiOn hC ha
  -- at the gradient radius the detuning is already below `b`
  have hfar : detuning C a (gradientRadius C a b) < b := by
    have h := (detuning_gradient_bounds hC ha hρ).2
    rwa [← hρ4, mul_div_cancel_right₀ b (pow_pos hρ 4).ne'] at h
  -- close to the central spin it exceeds `b`
  obtain ⟨x, hx, hnear⟩ : ∃ x : ℝ, 0 < x ∧ b < detuning C a x := by
    obtain ⟨t, ht⟩ : ∃ t : ℝ, t = 1 + (b + C / a ^ 3) / C := ⟨_, rfl⟩
    have hq : 0 < (b + C / a ^ 3) / C := by positivity
    have ht1 : 1 ≤ t := by linarith
    have hti : 0 < t⁻¹ := inv_pos.mpr (by linarith)
    refine ⟨t⁻¹, hti, ?_⟩
    have h1 : C / t⁻¹ ^ 3 = C * t ^ 3 := by rw [inv_pow, div_inv_eq_mul]
    have h2 : C / (t⁻¹ + a) ^ 3 ≤ C / a ^ 3 :=
      div_le_div_of_nonneg_left hC.le (by positivity)
        (pow_le_pow_left₀ ha.le (by linarith) 3)
    have h3 : C * ((b + C / a ^ 3) / C) = b + C / a ^ 3 := by field_simp
    have h4 : C * t = C + (b + C / a ^ 3) := by rw [ht, mul_add, mul_one, h3]
    have h5 : C * t ≤ C * t ^ 3 :=
      mul_le_mul_of_nonneg_left (le_self_pow₀ ht1 (by norm_num)) hC.le
    unfold detuning hyperfineShift
    rw [h1]
    linarith
  have hxρ : x ≤ gradientRadius C a b := by
    by_contra hn
    have := hs hρ hx (not_le.mp hn)
    linarith
  have hcont : ContinuousOn (detuning C a) (Icc x (gradientRadius C a b)) := by
    intro r hr
    have hr0 : 0 < r := lt_of_lt_of_le hx hr.1
    have h1 : r ^ 3 ≠ 0 := by positivity
    have h2 : (r + a) ^ 3 ≠ 0 := by positivity
    apply ContinuousAt.continuousWithinAt
    unfold detuning hyperfineShift
    fun_prop (disch := assumption)
  obtain ⟨R, hRm, hDR⟩ := intermediate_value_Icc' hxρ hcont ⟨hfar.le, hnear.le⟩
  have hR : 0 < R := lt_of_lt_of_le hx hRm.1
  obtain ⟨hlo, hhi⟩ := detuning_gradient_bounds hC ha hR
  rw [hDR] at hlo hhi
  refine ⟨R, hR, fun r hr => ⟨fun h => hs.injOn hr hR (h.trans hDR.symm), ?_⟩,
    fun r hr => ⟨?_, ?_⟩, ?_, ?_⟩
  · intro h
    rw [h, hDR]
  · intro h
    by_contra hn
    have := hs.antitoneOn hR hr (not_lt.mp hn)
    linarith
  · intro h
    have := hs hr hR h
    linarith
  · rw [lt_div_iff₀ (by positivity), ← hρ4] at hhi
    exact lt_of_pow_lt_pow_left₀ 4 hρ.le (lt_of_mul_lt_mul_left hhi hb.le)
  · rw [div_lt_iff₀ (by positivity), ← hρ4] at hlo
    exact lt_of_pow_lt_pow_left₀ 4 (by positivity) (lt_of_mul_lt_mul_left hlo hb.le)
```

The error bound is stated for any positive `R` at which the detuning equals `b`. The proof first uses uniqueness to identify this `R` with the radius from `frozen_core`, which gives $\rho<R+a/2$. `generalize` then replaces the fourth root by a plain variable `ρ`, about which only this bound and the two properties from `gradientRadius_spec` are kept. The step `hsq` is the argument by contradiction: `h5` contains the expansion of $(p-a^2/6)^2(3p+a^2)$, multiplied through by $Ca$, and `h6` is $p>a^2/9$. Finally `hup` takes the square root, and `abs_lt` splits the absolute value into the two one-sided bounds.

```lean
/-- For `C, a, b > 0`, a radius `R > 0` at which the detuning equals `b` differs from the gradient
radius `ρ` less half the spacing `a` by under `5a²/(24ρ)`. -/
theorem frozen_core_estimate {C a b R : ℝ} (hC : 0 < C) (ha : 0 < a) (hb : 0 < b) (hR : 0 < R)
    (h : detuning C a R = b) :
    |R - (gradientRadius C a b - a / 2)| < 5 * a ^ 2 / (24 * gradientRadius C a b) := by
  obtain ⟨R', -, huniq, -, -, hlo⟩ := frozen_core hC ha hb
  rw [← (huniq R hR).mp h] at hlo
  obtain ⟨hρ, hρ4⟩ := gradientRadius_spec hC ha hb
  generalize gradientRadius C a b = ρ at *
  -- the squared midpoint distance is less than `ρ² + 5a²/12`
  have hsq : (R + a / 2) ^ 2 < ρ ^ 2 + 5 * a ^ 2 / 12 := by
    by_contra hn
    have hn := not_lt.mp hn
    rw [detuning_eq ha hR, div_eq_iff (by positivity)] at h
    obtain ⟨p, hp⟩ : ∃ p : ℝ, p = R * (R + a) := ⟨_, rfl⟩
    have hp0 : 0 < p := by rw [hp]; positivity
    rw [← hp] at h
    have h1 : ρ ^ 2 ≤ p - a ^ 2 / 6 := by rw [hp]; linarith
    have h2 : (ρ ^ 2) ^ 2 ≤ (p - a ^ 2 / 6) ^ 2 := pow_le_pow_left₀ (sq_nonneg ρ) h1 2
    have h3 : b * (ρ ^ 2) ^ 2 * p ^ 3 ≤ b * (p - a ^ 2 / 6) ^ 2 * p ^ 3 :=
      mul_le_mul_of_nonneg_right (mul_le_mul_of_nonneg_left h2 hb.le) (by positivity)
    have h4 : b * (ρ ^ 2) ^ 2 * p ^ 3 = 3 * C * a * p ^ 3 := by
      linear_combination p ^ 3 * hρ4
    have h5 : b * (p - a ^ 2 / 6) ^ 2 * p ^ 3
        = 3 * C * a * p ^ 3 - C * a * (a ^ 4 / 4 * (p - a ^ 2 / 9)) := by
      linear_combination (-(p - a ^ 2 / 6) ^ 2) * h
    have h6 : 0 < p - a ^ 2 / 9 := by
      have := pow_pos hρ 2
      have := pow_pos ha 2
      linarith
    have h7 : 0 < C * a * (a ^ 4 / 4 * (p - a ^ 2 / 9)) := by positivity
    linarith
  have he : 0 < 5 * a ^ 2 / (24 * ρ) := by positivity
  have heρ : 5 * a ^ 2 / (24 * ρ) * ρ = 5 * a ^ 2 / 24 := by field_simp
  have hup : R + a / 2 < ρ + 5 * a ^ 2 / (24 * ρ) := by
    apply lt_of_pow_lt_pow_left₀ 2 (by positivity)
    nlinarith [sq_nonneg (5 * a ^ 2 / (24 * ρ))]
  rw [abs_lt]
  constructor <;> linarith

end

end FrozenCore
```

```lean
#print axioms FrozenCore.frozen_core
#print axioms FrozenCore.frozen_core_estimate
```

```
'FrozenCore.frozen_core' depends on axioms: [propext, Classical.choice, Quot.sound]
'FrozenCore.frozen_core_estimate' depends on axioms: [propext, Classical.choice, Quot.sound]
```
